# For a bounded, time-independent H, the state exp(−itH)x solves the Schrödinger equation

The theorem `propagator_schrodinger` states that ψ(t) = exp(−itH)x has time derivative −iHψ(t) at every real t, which is the Schrödinger equation with ħ = 1. Here H is a bounded, time-independent operator on a complete complex inner product space; it need not be self-adjoint, and the vector x need not be normalised. The proof differentiates exp(uH) in the complex parameter u, applies the result to the fixed vector x, and uses the chain rule along u = −is for real time s. A last step, `congr_deriv`, is meant to identify the derivative so obtained with the one in the statement.

Lean 4 with Mathlib refuses this proof:

```lean
import Mathlib

open Finset

namespace PropagatorSchrodinger

noncomputable section

variable {E : Type*} [NormedAddCommGroup E] [InnerProductSpace ℂ E]

/-- The propagator `exp(-itH)` of a bounded operator `H`, when the space `E` is complete. -/
def propagator (H : E →L[ℂ] E) (t : ℝ) : E →L[ℂ] E :=
  NormedSpace.exp ((-(Complex.I * (t : ℂ))) • H)

/-- The function `-(i s)` of real time `s` has derivative `-i`. -/
private theorem hasDerivAt_phase (t : ℝ) :
    HasDerivAt (fun s : ℝ => -(Complex.I * (s : ℂ))) (-Complex.I) t := by
  have h0 := (hasDerivAt_id' t).ofReal_comp
  exact (h0.const_mul Complex.I).fun_neg.congr_deriv (by simp)

variable [CompleteSpace E]

/-- The propagated state `exp(-itH)x` solves the Schrödinger equation. -/
theorem propagator_schrodinger (H : E →L[ℂ] E) (x : E) (t : ℝ) :
    HasDerivAt (fun s => propagator H s x) ((-Complex.I) • H (propagator H t x)) t := by
  have he := hasDerivAt_exp_smul_const' H (-(Complex.I * (t : ℂ)))
  have hx := he.clm_apply (hasDerivAt_const (-(Complex.I * (t : ℂ))) x)
  exact (hx.scomp t (hasDerivAt_phase t)).congr_deriv (by simp [propagator])

end

end PropagatorSchrodinger
```

Messages:

```
Main.lean:28:55: error: unsolved goals
E : Type u_1
inst✝² : NormedAddCommGroup E
inst✝¹ : InnerProductSpace ℂ E
inst✝ : CompleteSpace E
H : E →L[ℂ] E
x : E
t : ℝ
he : HasDerivAt (fun u => NormedSpace.exp (u • H)) (H * NormedSpace.exp (-(Complex.I * ↑t) • H)) (-(Complex.I * ↑t))
hx :
  HasDerivAt (fun y => (NormedSpace.exp (y • H)) x)
    ((H * NormedSpace.exp (-(Complex.I * ↑t) • H)) x + (NormedSpace.exp (-(Complex.I * ↑t) • H)) 0) (-(Complex.I * ↑t))
⊢ -(Complex.I • H ((NormedSpace.exp (-((Complex.I * ↑t) • H))) x)) = ?m.103
Main.lean:28:64: warning: This simp argument is unused:
  propagator

Hint: Omit it from the simp argument list.
  [apply] simp

Note: This linter can be disabled with `set_option linter.unusedSimpArgs false`
```

Lean accepts the file once it reads:

```diff
@@ -26,5 +26,7 @@
   have he := hasDerivAt_exp_smul_const' H (-(Complex.I * (t : ℂ)))
   have hx := he.clm_apply (hasDerivAt_const (-(Complex.I * (t : ℂ))) x)
-  exact (hx.scomp t (hasDerivAt_phase t)).congr_deriv (by simp [propagator])
+  have h0 := hx.scomp t (hasDerivAt_phase t)
+  have h : HasDerivAt (fun s : ℝ => propagator H s x) _ t := h0
+  exact h.congr_deriv (by simp [propagator])
 
 end
```

Diagnosis. The error shows `simp` facing an equation whose right side is `?m.103`, a derivative not yet determined. The left side is already the expected −iH exp(−itH)x, but `simp` has nothing definite to compare it with. The warning has the same origin: the derivative in the statement, which contains `propagator`, has not reached the goal, so there is no `propagator` to unfold.

The chain rule `hx.scomp` gives a derivative for a composition of functions, while the theorem speaks of `fun s => propagator H s x`. The two are equal by definition but written differently, and in the single `exact` Lean had not filled in the target derivative from the statement when `simp` ran.

The repair names the chain-rule result `h0`, then restates it as `h`, with the function written through `propagator` and the derivative left as `_`, to be taken from `h0`. Now `h.congr_deriv` concerns the very function in the theorem, the target derivative is known, and `simp [propagator]` can unfold it and prove the two sides equal. Giving `h0` its own line is mere tidying; the restatement in `h` is the cure.
